# For Three or More Labels, Permutation-Invariant Operators Act as a Scalar on Sum-Zero Vectors, and No Nonzero Such Vector Is Symmetric or Antisymmetric

## Labels, amplitudes and permutation matrices

```lean
import Mathlib

open Matrix Finset

namespace ExchangeSymmetry

variable {ι : Type*} [Fintype ι] [DecidableEq ι]
```

The type ι is a finite set of labels, and n will denote how many there are. A state is an amplitude vector `v : ι → ℂ`, one complex number v(i) for each label i. For a physical picture, take n particles of which one occupies orbital b and all the others occupy orbital a, where a and b are orthonormal one-particle states with spin included. The label i says which particle is in b, and v(i) is the amplitude for that arrangement. Permuting the particles then permutes the coordinates of v.

```lean
/-- The permutation matrix that relabels the coordinates of an amplitude vector by `σ`. -/
def exchange (σ : Equiv.Perm ι) : Matrix ι ι ℂ :=
  Matrix.of fun i j => if σ i = j then 1 else 0
```

For a permutation σ of the labels, `exchange σ` is the permutation matrix, written P_σ below. Its entry in row i and column j is 1 if σ(i) = j and 0 otherwise. Some texts use the inverse permutation here. The choice does not matter for what follows, because every condition runs over all permutations, and σ and its inverse have the same sign.

```lean
/-- An operator is permutation invariant if it commutes with all permutation matrices. -/
def PermutationInvariant (A : Matrix ι ι ℂ) : Prop :=
  ∀ σ : Equiv.Perm ι, exchange σ * A = A * exchange σ
```

This definition expresses indistinguishability as a condition on operators:

P_σ A = A P_σ for every σ.

The physics behind it is that no observable refers to a particular particle by name. The word `Prop` marks the definition as a statement that may be true or false of a given matrix A. Hermiticity is not required, so observables are a special case.

```lean
/-- The expectation value `v† A v` of an operator in a unit vector `v`. -/
def expectation (A : Matrix ι ι ℂ) (v : ι → ℂ) : ℂ := star v ⬝ᵥ (A *ᵥ v)
```

The symbol `*ᵥ` is matrix times vector, `⬝ᵥ` is the sum of products of coordinates, and `star` is complex conjugation. The definition therefore reads

⟨A⟩ = v†Av = Σ_i v(i)* (Av)(i).

There is no division by v†v, so this is the physical expectation value when v is a unit vector.

```lean
/-- A vector is symmetric if every permutation leaves it unchanged. -/
def Symmetric (v : ι → ℂ) : Prop :=
  ∀ σ : Equiv.Perm ι, exchange σ *ᵥ v = v
```

A symmetric vector satisfies P_σ v = v for every σ, as a bosonic state does.

```lean
/-- A vector is antisymmetric if every permutation multiplies it by the sign of the
permutation. -/
def Antisymmetric (v : ι → ℂ) : Prop :=
  ∀ σ : Equiv.Perm ι, exchange σ *ᵥ v = ((Equiv.Perm.sign σ : ℤ) : ℂ) • v
```

An antisymmetric vector satisfies P_σ v = sgn(σ) v for every σ, as a fermionic state does. Lean stores the sign as an invertible integer, 1 or −1, and the type annotations `: ℤ` and `: ℂ` only convert it to a complex number. The dot `•` is multiplication of a vector by a scalar.

## What commuting with permutations does to the matrix elements

```lean
/-- A permutation matrix acts on amplitudes by relabelling them. -/
theorem exchange_mulVec (σ : Equiv.Perm ι) (v : ι → ℂ) (i : ι) :
    (exchange σ *ᵥ v) i = v (σ i) := by
  simp [exchange, Matrix.mulVec, dotProduct]
```

In words, P_σ relabels amplitudes:

(P_σ v)(i) = Σ_j P_σ(i,j) v(j) = v(σ(i)).

Only the term j = σ(i) survives. The tactic `simp` unfolds the definitions and evaluates this sum.

```lean
/-- The matrix elements of a permutation-invariant operator do not change when both labels
are permuted together. -/
theorem invariant_entries {A : Matrix ι ι ℂ} (hA : PermutationInvariant A)
    (σ : Equiv.Perm ι) (i j : ι) : A (σ i) (σ j) = A i j := by
  have h := congrFun (congrFun (hA σ) i) (σ j)
  simpa [exchange, Matrix.mul_apply] using h
```

The hypothesis `hA` says that A is permutation invariant, and the conclusion is

A(σ(i),σ(j)) = A(i,j).

To derive it, compare the entries of P_σ A and A P_σ in row i and column σ(j). On the left, P_σ picks out row σ(i) of A:

(P_σ A)(i,σ(j)) = A(σ(i),σ(j)).

On the right, the sum over k of A(i,k) P_σ(k,σ(j)) keeps only the term with σ(k) = σ(j), which means k = j:

(A P_σ)(i,σ(j)) = A(i,j).

The two products are equal, and so are these entries. In the proof, `congrFun` takes the chosen entry of the matrix equation, and `simpa` evaluates both sums.

## One scalar for all vectors of coordinate sum zero

```lean
/-- On vectors of coordinate sum zero a permutation-invariant operator acts as one scalar,
the difference between a diagonal and an off-diagonal matrix element. -/
theorem invariant_acts_as_scalar {A : Matrix ι ι ℂ} (hA : PermutationInvariant A)
    {p q : ι} (hpq : p ≠ q) {v : ι → ℂ} (hv : ∑ i, v i = 0) :
    A *ᵥ v = (A p p - A p q) • v := by
  -- all diagonal elements agree
  have hdiag : ∀ i, A i i = A p p := by
    intro i
    have h := invariant_entries hA (Equiv.swap p i) p p
    rwa [Equiv.swap_apply_left] at h
  -- all off-diagonal elements agree: move p to i, then the image of q to j
  have hoff : ∀ i j, i ≠ j → A i j = A p q := by
    intro i j hij
    have h1 := invariant_entries hA (Equiv.swap p i) p q
    rw [Equiv.swap_apply_left] at h1
    have hx : i ≠ Equiv.swap p i q := by
      intro h
      apply hpq
      apply (Equiv.swap p i).injective
      rw [Equiv.swap_apply_left]
      exact h
    have h2 := invariant_entries hA (Equiv.swap (Equiv.swap p i q) j) i (Equiv.swap p i q)
    rw [Equiv.swap_apply_of_ne_of_ne hx hij, Equiv.swap_apply_left] at h2
    exact h2.trans h1
  ext i
  have hterm : ∀ j, A i j * v j
      = A p q * v j + (if i = j then (A p p - A p q) * v j else 0) := by
    intro j
    by_cases hij : i = j
    · subst hij
      rw [if_pos rfl, hdiag i]
      ring
    · rw [if_neg hij, hoff i j hij, add_zero]
  -- the constant part only sees the coordinate sum
  calc (A *ᵥ v) i = ∑ j, A i j * v j := rfl
    _ = ∑ j, (A p q * v j + (if i = j then (A p p - A p q) * v j else 0)) :=
        Finset.sum_congr rfl fun j _ => hterm j
    _ = (A p p - A p q) * v i := by
        rw [Finset.sum_add_distrib, ← Finset.mul_sum, hv, Finset.sum_ite_eq]
        simp
    _ = ((A p p - A p q) • v) i := rfl
```

Here p and q are any two different labels, and v satisfies Σ_i v(i) = 0. The theorem states

Av = (A(p,p) − A(p,q)) v.

The derivation has three steps.

First, the transposition of p and i carries the pair (p,p) to (i,i). By the previous result, A(i,i) = A(p,p), so all diagonal elements agree. This is `hdiag`.

Second, all off-diagonal elements agree. Let i ≠ j. The transposition of p and i carries (p,q) to (i,x), where x is the image of q. Since q ≠ p, x differs from i. The transposition of x and j then leaves i alone and carries (i,x) to (i,j). Hence

A(i,j) = A(i,x) = A(p,q).

This is `hoff`, with one transposition in `h1` and the other in `h2`.

Third, write d = A(p,p) and o = A(p,q). Then

(Av)(i) = Σ_j A(i,j) v(j) = o Σ_j v(j) + (d − o) v(i) = (d − o) v(i),

because the coordinate sum is zero. The statement `hterm` splits each term of the sum in this way, and the `calc` block carries out the chain of equalities.

For a numerical instance, take n = 3 and the matrix with 3 on the diagonal and 1 everywhere else. The scalar should be 3 − 1 = 2. Acting on two vectors of sum zero gives

A(1, −1, 0) = (3 − 1, 1 − 3, 1 − 1) = (2, −2, 0)

A(1, 1, −2) = (3 + 1 − 2, 1 + 3 − 2, 1 + 1 − 6) = (2, 2, −4).

Both are doubled. The unit vectors (1, −1, 0)/√2 and (1, 1, −2)/√6 therefore both have expectation value 2. The symmetric unit vector (1, 1, 1)/√3, whose coordinate sum is not zero, has expectation value 5.

## With three or more labels, no sum-zero state is preserved up to a factor by every permutation

```lean
/-- With at least three labels, a vector of coordinate sum zero that every permutation
merely multiplies by some number is the zero vector. -/
theorem no_exchange_invariant_ray (hn : 3 ≤ Fintype.card ι) {v : ι → ℂ}
    (hv : ∑ i, v i = 0) (h : ∀ σ : Equiv.Perm ι, ∃ z : ℂ, exchange σ *ᵥ v = z • v) :
    v = 0 := by
  have hz : ∀ σ : Equiv.Perm ι, ∃ z : ℂ, ∀ k, v (σ k) = z * v k := by
    intro σ
    obtain ⟨z, hz⟩ := h σ
    refine ⟨z, fun k => ?_⟩
    have hk := congrFun hz k
    rwa [exchange_mulVec, Pi.smul_apply, smul_eq_mul] at hk
  have hconst : ∀ i j, v j = v i := by
    intro i j
    -- a third label k, untouched by the transposition of i and j
    obtain ⟨k, hk⟩ : ∃ k, k ∉ ({i, j} : Finset ι) := by
      by_contra hcon
      have hall : ∀ k, k ∈ ({i, j} : Finset ι) := fun k =>
        by_contra fun hk => hcon ⟨k, hk⟩
      have h1 : (Finset.univ : Finset ι).card ≤ ({i, j} : Finset ι).card :=
        Finset.card_le_card fun k _ => hall k
      have h2 : ({i, j} : Finset ι).card ≤ 2 := Finset.card_le_two
      rw [Finset.card_univ] at h1
      omega
    have hki : k ≠ i := fun e => hk (by simp [e])
    have hkj : k ≠ j := fun e => hk (by simp [e])
    by_cases hvk : v k = 0
    · have hzero : ∀ l, v l = 0 := by
        intro l
        obtain ⟨z, hz'⟩ := hz (Equiv.swap k l)
        have hl := hz' k
        rwa [Equiv.swap_apply_left, hvk, mul_zero] at hl
      rw [hzero i, hzero j]
    · obtain ⟨z, hz'⟩ := hz (Equiv.swap i j)
      have h1 := hz' k
      rw [Equiv.swap_apply_of_ne_of_ne hki hkj] at h1
      have hz1 : z = 1 := mul_right_cancel₀ hvk (by rw [one_mul]; exact h1.symm)
      have h2 := hz' i
      rwa [Equiv.swap_apply_left, hz1, one_mul] at h2
  ext i
  have hsum : (Fintype.card ι : ℂ) * v i = 0 := by
    rw [← hv, Finset.sum_congr rfl fun j _ => hconst i j]
    simp
  have hcard : (Fintype.card ι : ℂ) ≠ 0 := by
    exact_mod_cast (by omega : Fintype.card ι ≠ 0)
  exact (mul_eq_zero.mp hsum).resolve_left hcard
```

The hypothesis `h` is weaker than symmetry or antisymmetry. It says only that for each σ there is some number z, which may depend on σ, with P_σ v = z v. If there are at least three labels and the coordinates of v sum to zero, the conclusion is v = 0.

Written in coordinates, the hypothesis is v(σ(k)) = z v(k) for every k, which is `hz` in the proof. Take any two labels i and j. Since n ≥ 3, there is a third label k different from both. There are two cases, separated in Lean by `by_cases`.

If v(k) = 0, apply the transposition of k and any label l. At coordinate k it gives

v(l) = z v(k) = 0,

so every amplitude vanishes, and in particular v(i) = v(j).

If v(k) ≠ 0, apply the transposition of i and j. It leaves k alone, so v(k) = z v(k), which forces z = 1. At coordinate i the same relation then reads

v(j) = v(i).

In both cases any two amplitudes are equal, which is `hconst`. The coordinate sum becomes

0 = Σ_j v(j) = n v(i),

and since n ≠ 0, every v(i) is zero.

## Indistinguishability without symmetrization

```lean
/-- For three or more labels, a permutation-invariant operator acts as one scalar on vectors
of coordinate sum zero and has that scalar as expectation value in every unit vector there,
while no nonzero vector there is symmetric or antisymmetric. -/
theorem indistinguishability_without_symmetrization (hn : 3 ≤ Fintype.card ι)
    {A : Matrix ι ι ℂ} (hA : PermutationInvariant A) :
    (∃ c : ℂ, ∀ v : ι → ℂ, ∑ i, v i = 0 →
      A *ᵥ v = c • v ∧ (star v ⬝ᵥ v = 1 → expectation A v = c)) ∧
    (∀ v : ι → ℂ, ∑ i, v i = 0 → v ≠ 0 → ¬ Symmetric v ∧ ¬ Antisymmetric v) := by
  constructor
  · obtain ⟨p, q, hpq⟩ := Fintype.one_lt_card_iff.mp (by omega : 1 < Fintype.card ι)
    refine ⟨A p p - A p q, fun v hv => ?_⟩
    have hs := invariant_acts_as_scalar hA hpq hv
    refine ⟨hs, fun hunit => ?_⟩
    rw [expectation, hs, dotProduct_smul, hunit, smul_eq_mul, mul_one]
  · intro v hv hne
    exact ⟨fun h => hne (no_exchange_invariant_ray hn hv fun σ =>
        ⟨1, by rw [one_smul]; exact h σ⟩),
      fun h => hne (no_exchange_invariant_ray hn hv fun σ => ⟨_, h σ⟩)⟩
```

The theorem joins two statements with `∧`, for at least three labels and a permutation-invariant A.

The first says that there is a number c such that every v of coordinate sum zero satisfies Av = cv, and v†Av = c if v is also a unit vector. The order of the quantifiers matters: c is chosen before v, so it depends on A alone. The proof picks two different labels p and q, takes c = A(p,p) − A(p,q), and uses

v†Av = c v†v = c.

The second says that no nonzero vector of coordinate sum zero is symmetric or antisymmetric. A symmetric vector would meet the hypothesis of the preceding theorem with z = 1, and an antisymmetric one with z = sgn(σ). Either way the vector would be zero.

Together these give the physical reading. No permutation-invariant observable on this space can tell one sum-zero state from another by its expectation value, and in particular none can detect that the particles have been permuted. Yet none of these states is bosonic or fermionic. Requiring observables to ignore particle names therefore does not by itself impose the symmetrization postulate, which enters quantum mechanics as a further condition on states.

The setting is the n-dimensional space described at the start, not the full many-particle Hilbert space, and the states are single vectors and not density matrices. The same space also describes n spins 1/2 with exactly one flipped. There, a spin Hamiltonian that conserves the number of flipped spins and is unchanged by every permutation of the spins has a single energy for all sum-zero states. For electrons, antisymmetry is required of spin and spatial coordinates together. With three or more electrons, a nonzero sum-zero spin vector times a single nonzero spatial function is never antisymmetric, because every permutation would then have to preserve the spin vector up to a factor. Such spin vectors do occur in electronic states, but in sums of several products of spatial and spin functions.

## Operators and states that realise the conditions

```lean
/-- For all complex numbers `a` and `b`, the matrix `a` times the identity plus `b` times the
all-ones matrix is permutation invariant. -/
theorem permutationInvariant_witness (a b : ℂ) :
    PermutationInvariant (a • (1 : Matrix ι ι ℂ) + b • Matrix.of fun _ _ => (1 : ℂ)) := by
  intro σ
  have hJ : exchange σ * (Matrix.of fun _ _ => (1 : ℂ))
      = (Matrix.of fun _ _ => (1 : ℂ)) * exchange σ := by
    ext i j
    obtain ⟨k, rfl⟩ := σ.surjective j
    simp [exchange, Matrix.mul_apply, -Finset.sum_boole]
  rw [Matrix.mul_add, Matrix.add_mul, Matrix.mul_smul, Matrix.smul_mul, Matrix.mul_smul,
    Matrix.smul_mul, Matrix.mul_one, Matrix.one_mul, hJ]
```

Let J be the matrix with every entry equal to 1. For any complex a and b, the matrix

a·1 + b·J

is permutation invariant. Its diagonal elements are a + b and its off-diagonal elements are b, so its scalar on sum-zero vectors is a. The numerical instance above has a = 2 and b = 1. For real a and b the matrix is Hermitian and can serve as a Hamiltonian.

By hand, each row and each column of P_σ contains exactly one 1, so P_σ J = J = J P_σ. The identity matrix commutes with everything, and the rest is linearity. In the proof, `hJ` is the statement about J, and the final `rw` distributes the products.

```lean
/-- The three-label vector `(1, -1, 0)` has coordinate sum zero and is neither symmetric nor
antisymmetric. -/
theorem mixed_symmetry_witness :
    ∑ i, (![1, -1, 0] : Fin 3 → ℂ) i = 0 ∧
      ¬ Symmetric (![1, -1, 0] : Fin 3 → ℂ) ∧ ¬ Antisymmetric (![1, -1, 0] : Fin 3 → ℂ) := by
  have hsum : ∑ i, (![1, -1, 0] : Fin 3 → ℂ) i = 0 := by
    simp [Fin.sum_univ_succ]
  have hne : (![1, -1, 0] : Fin 3 → ℂ) ≠ 0 := by
    intro h
    have h0 := congrFun h 0
    simp at h0
  exact ⟨hsum, (indistinguishability_without_symmetrization (by simp)
    (permutationInvariant_witness 0 1)).2 _ hsum hne⟩
```

`Fin 3` is the label set {0, 1, 2}, and `![1, -1, 0]` is the vector with those coordinates. The normalised state is (1, −1, 0)/√2. Its coordinate sum is zero and it is not the zero vector, so the second half of the main theorem applies. That theorem also asks for some invariant operator, and the proof supplies J, with a = 0 and b = 1. The failure of both symmetries is visible directly: exchanging labels 0 and 2 gives (0, −1, 1), which is not a multiple of (1, −1, 0).

```lean
/-- For two labels the vector `(1, -1)`, of coordinate sum zero, is antisymmetric. -/
theorem two_labels_antisymmetric :
    ∑ i, (![1, -1] : Fin 2 → ℂ) i = 0 ∧ Antisymmetric (![1, -1] : Fin 2 → ℂ) := by
  refine ⟨by simp [Fin.sum_univ_succ], fun σ => ?_⟩
  have hσ : ∀ τ : Equiv.Perm (Fin 2), τ = 1 ∨ τ = Equiv.swap 0 1 := by decide
  ext i
  rw [exchange_mulVec]
  rcases hσ σ with rfl | rfl
  · simp
  · fin_cases i <;> simp

end ExchangeSymmetry
```

With two labels the situation changes. The vector (1, −1), normalised as (1, −1)/√2, has coordinate sum zero and is antisymmetric. There are only two permutations to check, a fact that `decide` establishes by enumeration. The identity has sign +1 and leaves the vector unchanged. The transposition has sign −1 and gives

(−1, 1) = −(1, −1).

For two spins with one flipped, this is the singlet. The case of two labels must therefore be excluded from the claim that no nonzero sum-zero vector is antisymmetric, whereas the action as a single scalar already holds for two.

```lean
#print axioms ExchangeSymmetry.indistinguishability_without_symmetrization
#print axioms ExchangeSymmetry.two_labels_antisymmetric
```

```
'ExchangeSymmetry.indistinguishability_without_symmetrization' depends on axioms: [propext, Classical.choice, Quot.sound]
'ExchangeSymmetry.two_labels_antisymmetric' depends on axioms: [propext, Classical.choice, Quot.sound]
```
